# The PAW Hartree correction fixes its quadratic coefficients once the matrix is symmetric

In the projector augmented-wave (PAW) method, the Hartree energy of a smooth density, which includes compensation charges, is corrected, atom by atom, by the difference between the Hartree energies of the all-electron and the smooth density around the atom. A charge density is modelled here as a vector in a real vector space $V$, and the Coulomb interaction as a symmetric bilinear form $B$ on $V$. Neither a grid nor a basis enters, and $V$ may have infinite dimension. That $B(x,y)$ is finite for all densities is built into the model; for the Coulomb integral it is a condition on the densities admitted. In Lean, `B : V →ₗ[ℝ] V →ₗ[ℝ] ℝ` carries the bilinearity and the hypothesis `hB` the symmetry, which reflects that the Coulomb kernel depends only on distance. The index type `ι` labels finitely many channels.

```lean
import Mathlib

open Matrix

namespace PAWHartree

noncomputable section

variable {V ι : Type*} [AddCommGroup V] [Module ℝ V] [Fintype ι]
```

## Energies of densities affine in the occupations

The occupations $\rho_a$ are independent real numbers, such as the packed entries of an atomic density matrix. With a fixed part $n_0$ (the core electrons and a nuclear charge of finite extent, say; a point charge has infinite self-energy and is not admitted) and channel densities $u_a$, the all-electron density is $N=n_0+\sum_a\rho_a u_a$.

```lean
/-- The charge density `n₀ + ∑ ρ_a u_a` with fixed part `n₀` and occupations `ρ`. -/
def density (n₀ : V) (u : ι → V) (ρ : ι → ℝ) : V := n₀ + ∑ a, ρ a • u a
```

A density $n$ has the Hartree energy $B(n,n)/2$.

```lean
/-- The Hartree energy `B(n,n)/2` of a density `n` for the Coulomb pairing `B`. -/
def hartree (B : V →ₗ[ℝ] V →ₗ[ℝ] ℝ) (n : V) : ℝ := B n n / 2
```

The smooth density, with any compensation charges included, is $M=m_0+\sum_a\rho_a w_a$, with the same occupations. The correction is $\Delta E(\rho)=\tfrac12\left[B(N,N)-B(M,M)\right]$.

```lean
/-- The Hartree energy of the all-electron density minus that of the smooth density. -/
def correction (B : V →ₗ[ℝ] V →ₗ[ℝ] ℝ) (n₀ m₀ : V) (u w : ι → V) (ρ : ι → ℝ) : ℝ :=
  hartree B (density n₀ u ρ) - hartree B (density m₀ w ρ)
```

It will be compared with a general quadratic polynomial

$$Q(\rho)=c+\sum_a L_a\rho_a+\sum_{ab}\rho_a C_{ab}\rho_b .$$

There is no factor $\tfrac12$ before the double sum, so $C$ absorbs it.

```lean
/-- The quadratic polynomial `c + ∑ L_a ρ_a + ∑ ρ_a C_ab ρ_b` in the occupations. -/
def quadPoly (c : ℝ) (L : ι → ℝ) (C : Matrix ι ι ℝ) (ρ : ι → ℝ) : ℝ :=
  c + ∑ a, L a * ρ a + ∑ a, ρ a * ∑ b, C a b * ρ b
```

The candidate linear coefficients are $L_a=B(n_0,u_a)-B(m_0,w_a)$.

```lean
/-- The linear coefficients `B(n₀,u_a) - B(m₀,w_a)`. -/
def linearCoeff (B : V →ₗ[ℝ] V →ₗ[ℝ] ℝ) (n₀ m₀ : V) (u w : ι → V) (a : ι) : ℝ :=
  B n₀ (u a) - B m₀ (w a)
```

The candidate matrix is $C_{ab}=\tfrac12\left[B(u_a,u_b)-B(w_a,w_b)\right]$.

```lean
/-- The coupling matrix `C_ab = (B(u_a,u_b) - B(w_a,w_b))/2`. -/
def coupling (B : V →ₗ[ℝ] V →ₗ[ℝ] ℝ) (u w : ι → V) : Matrix ι ι ℝ :=
  Matrix.of fun a b => (B (u a) (u b) - B (w a) (w b)) / 2
```

## Expanding the correction

Write $N=n_0+\delta$ with $\delta=\sum_a\rho_a u_a$. Symmetry merges the two cross terms:

$$\tfrac12B(N,N)=\tfrac12B(n_0,n_0)+B(n_0,\delta)+\tfrac12B(\delta,\delta),$$

where $B(n_0,\delta)=\sum_a B(n_0,u_a)\rho_a$ and $B(\delta,\delta)=\sum_{ab}\rho_a\rho_b B(u_a,u_b)$. In the proof, `hr` and `hl` expand the two arguments of $B$, `hq` gives the double sum, and `hs` equates the cross terms.

```lean
/-- The Hartree energy of a density affine in the occupations is a quadratic polynomial
in them. -/
theorem hartree_density (B : V →ₗ[ℝ] V →ₗ[ℝ] ℝ) (hB : ∀ x y, B x y = B y x)
    (n₀ : V) (u : ι → V) (ρ : ι → ℝ) :
    hartree B (density n₀ u ρ) = quadPoly (hartree B n₀) (fun a => B n₀ (u a))
      (Matrix.of fun a b => B (u a) (u b) / 2) ρ := by
  have hr : ∀ v, B v (∑ a, ρ a • u a) = ∑ a, B v (u a) * ρ a := by
    intro v
    simp [map_sum, mul_comm]
  have hl : ∀ v, B (∑ a, ρ a • u a) v = ∑ a, ρ a * B (u a) v := by
    intro v
    simp [map_sum, LinearMap.sum_apply]
  -- the self-interaction of the occupied part
  have hq : B (∑ a, ρ a • u a) (∑ a, ρ a • u a)
      = 2 * ∑ a, ρ a * ∑ b, B (u a) (u b) / 2 * ρ b := by
    rw [hl, Finset.mul_sum]
    refine Finset.sum_congr rfl fun a _ => ?_
    rw [hr]
    simp only [Finset.mul_sum]
    refine Finset.sum_congr rfl fun b _ => ?_
    ring
  have hs := hB (∑ a, ρ a • u a) n₀
  have h0 := hr n₀
  simp only [hartree, density, quadPoly, map_add, LinearMap.add_apply, Matrix.of_apply]
  linarith
```

Subtracting the same expansion for $M$ gives $\Delta E=Q$ with the candidate coefficients and $c=\tfrac12\left[B(n_0,n_0)-B(m_0,m_0)\right]$.

```lean
/-- The Hartree correction is the quadratic polynomial with the stated coefficients. -/
theorem correction_eq_quadPoly (B : V →ₗ[ℝ] V →ₗ[ℝ] ℝ) (hB : ∀ x y, B x y = B y x)
    (n₀ m₀ : V) (u w : ι → V) (ρ : ι → ℝ) :
    correction B n₀ m₀ u w ρ = quadPoly (hartree B n₀ - hartree B m₀)
      (linearCoeff B n₀ m₀ u w) (coupling B u w) ρ := by
  rw [correction, hartree_density B hB, hartree_density B hB]
  simp only [quadPoly, linearCoeff, coupling, Matrix.of_apply, sub_div, sub_mul, mul_sub,
    Finset.sum_sub_distrib]
  ring
```

## What the values of a quadratic polynomial determine

Let $e_a$ be the unit vector of channel $a$, so that `Pi.single a t` is $te_a$. Shifting one occupation changes the double sum through its left factor, its right factor and both together:

$$Q(\rho+te_a)=Q(\rho)+t\Big[L_a+\sum_b(C_{ab}+C_{ba})\rho_b\Big]+t^2C_{aa}.$$

```lean
/-- The exact change of a quadratic polynomial when the occupation `ρ_a` is shifted by `t`. -/
theorem quadPoly_add_single [DecidableEq ι] (c : ℝ) (L : ι → ℝ) (C : Matrix ι ι ℝ)
    (ρ : ι → ℝ) (a : ι) (t : ℝ) :
    quadPoly c L C (ρ + Pi.single a t) = quadPoly c L C ρ
      + t * (L a + ∑ b, (C a b + C b a) * ρ b) + t ^ 2 * C a a := by
  have h : ∑ i, ρ i * (C i a * t) = t * ∑ b, C b a * ρ b := by
    rw [Finset.mul_sum]
    refine Finset.sum_congr rfl fun i _ => ?_
    ring
  simp only [quadPoly, Pi.add_apply, Pi.single_apply, mul_add, add_mul,
    Finset.sum_add_distrib, mul_ite, ite_mul, mul_zero, zero_mul, Finset.sum_ite_eq',
    Finset.mem_univ, if_true]
  linear_combination h
```

Suppose $Q$ and $Q'$ agree everywhere. At $\rho=0$ this gives $c=c'$. At $\rho=te_a$ it gives $tL_a+t^2C_{aa}=tL'_a+t^2C'_{aa}$; taking $t=\pm1$, the difference of the two equations yields $L_a=L'_a$ and their sum $C_{aa}=C'_{aa}$. Finally,

$$Q(e_b+e_a)=Q(e_b)+L_a+C_{ab}+C_{ba}+C_{aa},$$

so $C_{ab}+C_{ba}=C'_{ab}+C'_{ba}$. Conversely, exchanging the summation indices shows that $2\sum_{ab}\rho_aC_{ab}\rho_b=\sum_{ab}\rho_a(C+C^T)_{ab}\rho_b$, which is `key` in the proof. An antisymmetric part of $C$ is therefore invisible.

```lean
/-- Two quadratic polynomials agree for all occupations exactly when their constants, linear
coefficients and symmetrised matrices agree. -/
theorem quadPoly_eq_iff (c c' : ℝ) (L L' : ι → ℝ) (C C' : Matrix ι ι ℝ) :
    (∀ ρ, quadPoly c L C ρ = quadPoly c' L' C' ρ) ↔
      c = c' ∧ L = L' ∧ C + Cᵀ = C' + C'ᵀ := by
  classical
  constructor
  · intro h
    -- one occupied channel fixes the linear and diagonal coefficients
    have k : ∀ a t, t * L a + t ^ 2 * C a a = t * L' a + t ^ 2 * C' a a := by
      intro a t
      have e := h (0 + Pi.single a t)
      rw [quadPoly_add_single, quadPoly_add_single, h 0] at e
      simp only [Pi.zero_apply, mul_zero, Finset.sum_const_zero, add_zero] at e
      linarith
    have hL : ∀ a, L a = L' a := fun a => by linarith [k a 1, k a (-1)]
    have hD : ∀ a, C a a = C' a a := fun a => by linarith [k a 1, k a (-1)]
    refine ⟨by simpa [quadPoly] using h 0, funext hL, ?_⟩
    -- two occupied channels fix the symmetrised off-diagonal coefficients
    ext a b
    have e := h (Pi.single b 1 + Pi.single a 1)
    rw [quadPoly_add_single, quadPoly_add_single, h (Pi.single b 1)] at e
    simp only [Pi.single_apply, mul_ite, mul_one, mul_zero, Finset.sum_ite_eq',
      Finset.mem_univ, if_true] at e
    simp only [Matrix.add_apply, Matrix.transpose_apply]
    linarith [hL a, hD a]
  · rintro ⟨rfl, rfl, h⟩ ρ
    -- a quadratic form sees only the symmetric part of its matrix
    have key : ∀ D : Matrix ι ι ℝ, 2 * ∑ a, ρ a * ∑ b, D a b * ρ b
        = ∑ a, ρ a * ∑ b, (D + Dᵀ) a b * ρ b := by
      intro D
      have hs : ∑ a, ρ a * ∑ b, D a b * ρ b = ∑ a, ρ a * ∑ b, D b a * ρ b := by
        simp only [Finset.mul_sum]
        rw [Finset.sum_comm]
        refine Finset.sum_congr rfl fun a _ => Finset.sum_congr rfl fun b _ => ?_
        ring
      simp only [Matrix.add_apply, Matrix.transpose_apply, add_mul, mul_add,
        Finset.sum_add_distrib]
      linarith
    have h1 := key C
    rw [h, ← key C'] at h1
    simp only [quadPoly]
    linarith
```

## Existence and uniqueness of the coefficients

The candidate matrix inherits its symmetry from $B$.

```lean
omit [Fintype ι] in
/-- The coupling matrix is symmetric. -/
theorem coupling_isSymm (B : V →ₗ[ℝ] V →ₗ[ℝ] ℝ) (hB : ∀ x y, B x y = B y x)
    (u w : ι → V) : (coupling B u w).IsSymm := by
  refine Matrix.IsSymm.ext fun i j => ?_
  simp only [coupling, Matrix.of_apply]
  rw [hB (u j) (u i), hB (w j) (w i)]
```

If a symmetric $C$ represents $\Delta E$ for all real $\rho$, comparison with the expansion fixes $c$, $L$ and $C+C^T=2C$, hence $C$ itself. The reverse direction is the expansion. Agreement is required for all real occupations, not only physically admissible ones.

```lean
/-- A constant, linear coefficients and a symmetric matrix represent the Hartree correction
for all occupations if and only if they are the stated ones. -/
theorem correction_coefficients_iff (B : V →ₗ[ℝ] V →ₗ[ℝ] ℝ) (hB : ∀ x y, B x y = B y x)
    (n₀ m₀ : V) (u w : ι → V) (c : ℝ) (L : ι → ℝ) (C : Matrix ι ι ℝ) :
    (C.IsSymm ∧ ∀ ρ, correction B n₀ m₀ u w ρ = quadPoly c L C ρ) ↔
      c = hartree B n₀ - hartree B m₀ ∧ L = linearCoeff B n₀ m₀ u w ∧
        C = coupling B u w := by
  constructor
  · rintro ⟨hC, h⟩
    obtain ⟨h1, h2, h3⟩ := (quadPoly_eq_iff _ _ _ _ _ _).1
      fun ρ => (h ρ).symm.trans (correction_eq_quadPoly B hB n₀ m₀ u w ρ)
    refine ⟨h1, h2, ?_⟩
    ext a b
    have e := congrFun (congrFun h3 a) b
    simp only [Matrix.add_apply, Matrix.transpose_apply] at e
    linarith [hC.apply a b, (coupling_isSymm B hB u w).apply a b]
  · rintro ⟨rfl, rfl, rfl⟩
    exact ⟨coupling_isSymm B hB u w, correction_eq_quadPoly B hB n₀ m₀ u w⟩
```

If the fixed parts $n_0$ and $m_0$ (a frozen core) and the channel densities are the same for all atoms of a type and do not change during the calculation, the coefficients can thus be tabulated once per atom type and reused throughout a self-consistency cycle.

## The derivative as a difference of potentials

Since $B(N,u_a)=B(n_0,u_a)+\sum_b\rho_bB(u_b,u_a)$, and likewise for $M$, symmetry gives

$$L_a+2\sum_bC_{ab}\rho_b=B(N,u_a)-B(M,w_a).$$

The right-hand side is the Hartree potential of $N$ integrated against $u_a$, minus that of $M$ integrated against $w_a$.

```lean
/-- The combination `L_a + 2 ∑ C_ab ρ_b` equals `B(N,u_a) - B(M,w_a)`, where `N` and `M` are the
densities with fixed parts `n₀` and `m₀`. -/
theorem potential_eq (B : V →ₗ[ℝ] V →ₗ[ℝ] ℝ) (hB : ∀ x y, B x y = B y x)
    (n₀ m₀ : V) (u w : ι → V) (ρ : ι → ℝ) (a : ι) :
    linearCoeff B n₀ m₀ u w a + 2 * ∑ b, coupling B u w a b * ρ b
      = B (density n₀ u ρ) (u a) - B (density m₀ w ρ) (w a) := by
  have h : 2 * ∑ b, coupling B u w a b * ρ b
      = ∑ b, ρ b * B (u b) (u a) - ∑ b, ρ b * B (w b) (w a) := by
    rw [Finset.mul_sum, ← Finset.sum_sub_distrib]
    refine Finset.sum_congr rfl fun b _ => ?_
    simp only [coupling, Matrix.of_apply]
    rw [hB (u a) (u b), hB (w a) (w b)]
    ring
  simp only [density, linearCoeff, map_add, LinearMap.add_apply, map_sum,
    LinearMap.sum_apply, map_smul, LinearMap.smul_apply, smul_eq_mul]
  linarith
```

By the shift formula, $\Delta E(\rho+te_a)$ is a parabola in $t$ whose slope at $t=0$ is $L_a+\sum_b(C_{ab}+C_{ba})\rho_b$. For symmetric $C$ this is the expression above, so $\partial\Delta E/\partial\rho_a=B(N,u_a)-B(M,w_a)$.

```lean
/-- The derivative of the Hartree correction with respect to the occupation `ρ_a` is
`B(N,u_a) - B(M,w_a)`. -/
theorem hasDerivAt_correction [DecidableEq ι] (B : V →ₗ[ℝ] V →ₗ[ℝ] ℝ)
    (hB : ∀ x y, B x y = B y x) (n₀ m₀ : V) (u w : ι → V) (ρ : ι → ℝ) (a : ι) :
    HasDerivAt (fun t : ℝ => correction B n₀ m₀ u w (ρ + Pi.single a t))
      (B (density n₀ u ρ) (u a) - B (density m₀ w ρ) (w a)) 0 := by
  have hs : ∑ b, (coupling B u w a b + coupling B u w b a) * ρ b
      = 2 * ∑ b, coupling B u w a b * ρ b := by
    rw [Finset.mul_sum]
    refine Finset.sum_congr rfl fun b _ => ?_
    rw [(coupling_isSymm B hB u w).apply a b]
    ring
  -- the correction is an explicit parabola in the shift
  simp only [correction_eq_quadPoly B hB, quadPoly_add_single, hs, potential_eq B hB]
  exact ((((hasDerivAt_id' (0 : ℝ)).mul_const _).const_add _).fun_add
    (((hasDerivAt_id' (0 : ℝ)).fun_pow 2).mul_const _)).congr_deriv (by simp)
```

## A two-site example

Take charges on two sites, with on-site interaction $2$ and inter-site interaction $1$.

```lean
/-- The pairing of charges on two sites with Coulomb matrix `!![2, 1; 1, 2]`. -/
def twoSite : (Fin 2 → ℝ) →ₗ[ℝ] (Fin 2 → ℝ) →ₗ[ℝ] ℝ :=
  Matrix.toLinearMap₂' ℝ (!![2, 1; 1, 2] : Matrix (Fin 2) (Fin 2) ℝ)
```

For a single channel with $u=(1,1)$ and $w=(1,0)$, $B(u,u)=2+1+1+2=6$ and $B(w,w)=2$, so $C=(6-2)/2=2$. The quadratic term does not vanish here. The total charges of $u$ and $w$ differ, so this is an algebraic example and not a PAW channel with compensation charges, for which they would agree.

```lean
/-- The two-site pairing is symmetric, and the channel `u = (1,1)`, `w = (1,0)` has
coupling `2`. -/
theorem coupling_witness :
    (∀ x y, twoSite x y = twoSite y x) ∧
      coupling twoSite (fun _ : Fin 1 => ![1, 1]) (fun _ => ![1, 0]) 0 0 = 2 := by
  constructor
  · intro x y
    simp only [twoSite, Matrix.toLinearMap₂'_apply', Matrix.mulVec, dotProduct, Fin.sum_univ_two,
      Matrix.of_apply, Matrix.cons_val_zero, Matrix.cons_val_one]
    ring
  · simp only [coupling, twoSite, Matrix.toLinearMap₂'_apply', Matrix.mulVec, dotProduct,
      Fin.sum_univ_two, Matrix.of_apply, Matrix.cons_val_zero, Matrix.cons_val_one]
    norm_num

end

end PAWHartree
```

```lean
#print axioms PAWHartree.correction_coefficients_iff
#print axioms PAWHartree.hasDerivAt_correction
```

```
'PAWHartree.correction_coefficients_iff' depends on axioms: [propext, Classical.choice, Quot.sound]
'PAWHartree.hasDerivAt_correction' depends on axioms: [propext, Classical.choice, Quot.sound]
```
